# Symmetric or antisymmetric CI coefficients for a nondegenerate eigenvalue of a spin-exchange-symmetric sigma map

## Strings, coefficients and the sigma map

At zero spin projection there are as many alpha as beta electrons. If both spins use the same spatial orbitals, they also have the same list of occupation strings. A configuration interaction (CI) vector over all pairs of these strings, with real coefficients, is then a square matrix \(C\), whose entry \(C_{ij}\) is the coefficient of the determinant with alpha string \(i\) and beta string \(j\). Transposing \(C\) exchanges the two spins' strings.

The Hamiltonian acts on \(C\) through the sigma map

\[
s(C) = HC + CH^{T} + \sum_{P,Q} g_{PQ}\, A_P\, C\, A_Q^{T}.
\]

Here \(H\) contains the one-electron terms and the repulsion between electrons of equal spin. The same \(H\) serves both spins. Each label \(P\) stands for an orbital excitation, \(A_P\) is its matrix between strings, and \(g_{PQ}\) couples an alpha excitation to a beta excitation. The couplings are assumed symmetric, \(g_{PQ}=g_{QP}\), as Coulomb integrals are when the two electrons are exchanged.

In the code, the finite types `n` and `ι` label strings and excitations.

In Lean 4 with Mathlib:

```lean
import Mathlib

open Matrix

namespace SpinTranspositionCI

noncomputable section

variable {n ι : Type*} [Fintype n] [Fintype ι]
```

The map is `sigma H g A`, and its definition includes the proof that it is linear. The matrices \(H\) and \(A_P\) are arbitrary real matrices: they are not built from orbitals and integrals, and not even \(H=H^T\) is required.

```lean
/-- The sigma map of determinant CI on coefficient matrices `C` (rows: alpha strings, columns:
beta strings), with same-spin matrix `H`, excitation matrices `A P` and couplings `g P Q`. -/
def sigma (H : Matrix n n ℝ) (g : Matrix ι ι ℝ) (A : ι → Matrix n n ℝ) :
    Matrix n n ℝ →ₗ[ℝ] Matrix n n ℝ where
  toFun C := H * C + C * Hᵀ + ∑ P, ∑ Q, g P Q • (A P * C * (A Q)ᵀ)
  map_add' C D := by
    simp only [Matrix.mul_add, Matrix.add_mul, smul_add, Finset.sum_add_distrib]
    abel
  map_smul' c C := by
    simp only [Matrix.mul_smul, Matrix.smul_mul, smul_add, Finset.smul_sum, RingHom.id_apply]
    congr 1
    exact Finset.sum_congr rfl fun P _ => Finset.sum_congr rfl fun Q _ => smul_comm _ _ _
```

For a real number \(\varepsilon\), let \(V_\varepsilon\) be the space of matrices with \(C^T=\varepsilon C\), written `paritySpace n ε`. The values \(1\) and \(-1\) give the symmetric and the antisymmetric matrices.

```lean
/-- The coefficient matrices that are multiplied by `ε` when alpha and beta strings are
exchanged. -/
def paritySpace (n : Type*) (ε : ℝ) : Submodule ℝ (Matrix n n ℝ) where
  carrier := {C | Cᵀ = ε • C}
  add_mem' := by
    intro C D hC hD
    change (C + D)ᵀ = ε • (C + D)
    rw [transpose_add, show Cᵀ = ε • C from hC, show Dᵀ = ε • D from hD, smul_add]
  zero_mem' := by simp
  smul_mem' := by
    intro c C hC
    change (c • C)ᵀ = ε • (c • C)
    rw [transpose_smul, show Cᵀ = ε • C from hC]
    exact smul_comm _ _ _
```

## (a) Exchanging the strings before or after applying the Hamiltonian

Show that, for symmetric \(g\) and every \(C\),

\[
s(C^T) = s(C)^T .
\]

**Solution.** Transposition reverses products, so the first two terms of \(s(C)\) trade places:

\[
(HC)^T = C^T H^T, \qquad (CH^T)^T = H C^T .
\]

For the coupling term, transpose, rename \(P \leftrightarrow Q\), and use the symmetry of \(g\):

\[
\sum_{P,Q} g_{PQ}\, A_Q C^T A_P^T
= \sum_{P,Q} g_{QP}\, A_P C^T A_Q^T
= \sum_{P,Q} g_{PQ}\, A_P C^T A_Q^T .
\]

The three terms together are \(s(C^T)\).

In the proof, `simp only` carries out the transpositions, `add_comm` swaps the first two terms, and `Finset.sum_comm` exchanges the labels. The hypothesis `hg : g.IsSymm` enters through `hg.apply P Q`.

```lean
/-- For symmetric couplings, the sigma map commutes with the exchange of alpha and beta
strings. -/
theorem sigma_transpose (H : Matrix n n ℝ) {g : Matrix ι ι ℝ} (hg : g.IsSymm)
    (A : ι → Matrix n n ℝ) (C : Matrix n n ℝ) :
    sigma H g A Cᵀ = (sigma H g A C)ᵀ := by
  change H * Cᵀ + Cᵀ * Hᵀ + ∑ P, ∑ Q, g P Q • (A P * Cᵀ * (A Q)ᵀ) =
    (H * C + C * Hᵀ + ∑ P, ∑ Q, g P Q • (A P * C * (A Q)ᵀ))ᵀ
  simp only [transpose_add, transpose_mul, transpose_sum, transpose_smul, transpose_transpose]
  congr 1
  · exact add_comm _ _
  · -- exchange the two summation labels and use the symmetry of `g`
    rw [Finset.sum_comm]
    refine Finset.sum_congr rfl fun P _ => Finset.sum_congr rfl fun Q _ => ?_
    rw [hg.apply P Q, Matrix.mul_assoc]
```

## (b) Invariance of the parity spaces

Show that the sigma map preserves parity:

\[
C \in V_\varepsilon \;\Longrightarrow\; s(C) \in V_\varepsilon .
\]

**Solution.** By (a) and linearity,

\[
s(C)^T = s(C^T) = s(\varepsilon C) = \varepsilon\, s(C).
\]

The single `rw` line performs these three steps. The statement holds for every real \(\varepsilon\), although \(V_\varepsilon\) contains only zero unless \(\varepsilon=\pm1\).

```lean
/-- For symmetric couplings, the sigma map sends coefficient matrices of a given parity to matrices
of the same parity. -/
theorem sigma_mem_paritySpace (H : Matrix n n ℝ) {g : Matrix ι ι ℝ} (hg : g.IsSymm)
    (A : ι → Matrix n n ℝ) {ε : ℝ} {C : Matrix n n ℝ} (hC : C ∈ paritySpace n ε) :
    sigma H g A C ∈ paritySpace n ε := by
  change (sigma H g A C)ᵀ = ε • sigma H g A C
  rw [← sigma_transpose H hg, show Cᵀ = ε • C from hC, map_smul]
```

## (c) Splitting a coefficient matrix

Show that every real square matrix is a symmetric plus an antisymmetric matrix in exactly one way:

\[
V_1 \cap V_{-1} = \{0\}, \qquad V_1 + V_{-1} = \text{all matrices}.
\]

**Solution.** If \(C\) lies in both spaces, then \(C = C^T = -C\), so \(C=0\). For the sum, write

\[
C = \tfrac12\,(C + C^T) + \tfrac12\,(C - C^T).
\]

The first part is unchanged by transposition and the second changes sign.

`IsCompl` combines the two claims, and `constructor` separates them. The second half of the proof supplies the two parts above and checks their parities.

```lean
omit [Fintype n] in
/-- Every coefficient matrix splits uniquely into a symmetric and an antisymmetric part. -/
theorem isCompl_paritySpace : IsCompl (paritySpace n 1) (paritySpace n (-1)) := by
  constructor
  · refine Submodule.disjoint_def.mpr fun C h1 h2 => ?_
    have h : (1 : ℝ) • C = (-1 : ℝ) • C :=
      (show Cᵀ = (1 : ℝ) • C from h1).symm.trans h2
    calc C = (1 / 2 : ℝ) • ((1 : ℝ) • C - (-1 : ℝ) • C) := by module
      _ = 0 := by rw [h, sub_self, smul_zero]
  · refine codisjoint_iff.mpr (Submodule.eq_top_iff'.mpr fun C => Submodule.mem_sup.mpr ?_)
    refine ⟨(1 / 2 : ℝ) • (C + Cᵀ), ?_, (1 / 2 : ℝ) • (C - Cᵀ), ?_, by module⟩
    · change ((1 / 2 : ℝ) • (C + Cᵀ))ᵀ = (1 : ℝ) • ((1 / 2 : ℝ) • (C + Cᵀ))
      rw [transpose_smul, transpose_add, transpose_transpose]
      module
    · change ((1 / 2 : ℝ) • (C - Cᵀ))ᵀ = (-1 : ℝ) • ((1 / 2 : ℝ) • (C - Cᵀ))
      rw [transpose_smul, transpose_sub, transpose_transpose]
      module
```

## (d) Matrix elements between the sectors

The inner product of two real CI vectors is \(\sum_{ij} S_{ij}X_{ij} = \operatorname{tr}(S^T X)\). Show that for \(S\) symmetric and \(T\) antisymmetric

\[
\operatorname{tr}\bigl(S^T s(T)\bigr) = 0 .
\]

**Solution.** By (b), \(X = s(T)\) is antisymmetric. A trace is unchanged by transposition and by cyclic permutation, so

\[
\operatorname{tr}(SX) = \operatorname{tr}(X^T S^T) = -\operatorname{tr}(XS) = -\operatorname{tr}(SX),
\]

and the trace vanishes. Since \(S^T=S\), this is the claim.

The auxiliary statement `key` is this trace argument for an arbitrary antisymmetric \(X\). The last line applies it to \(s(T)\).

```lean
/-- For symmetric couplings, the matrix element of the sigma map with a symmetric coefficient matrix
`S` on the left and an antisymmetric one `T` on the right vanishes. -/
theorem trace_sigma_eq_zero (H : Matrix n n ℝ) {g : Matrix ι ι ℝ} (hg : g.IsSymm)
    (A : ι → Matrix n n ℝ) {S T : Matrix n n ℝ} (hS : S ∈ paritySpace n 1)
    (hT : T ∈ paritySpace n (-1)) : trace (Sᵀ * sigma H g A T) = 0 := by
  have hS' : Sᵀ = S := (show Sᵀ = (1 : ℝ) • S from hS).trans (one_smul ℝ S)
  have key : ∀ X : Matrix n n ℝ, Xᵀ = (-1 : ℝ) • X → trace (S * X) = 0 := by
    intro X hX
    have h := trace_transpose (S * X)
    rw [transpose_mul, hX, hS', Matrix.smul_mul, trace_smul, trace_mul_comm X S,
      smul_eq_mul] at h
    linarith
  rw [hS']
  exact key _ (sigma_mem_paritySpace H hg A hT)
```

## (e) Parity of a nondegenerate eigenvector

Let \(C\neq0\) satisfy \(s(C)=EC\) with \(E\) real, and let the eigenspace of \(E\) have dimension one. Show that

\[
C^T = C \quad\text{or}\quad C^T = -C .
\]

**Solution.** By (a), \(s(C^T) = s(C)^T = E\,C^T\), so \(C^T\) lies in the same eigenspace. That space is spanned by \(C\), hence \(C^T = cC\) for some real \(c\). Transposing again gives

\[
C = (C^T)^T = (cC)^T = c\,C^T = c^2 C .
\]

Since \(C \neq 0\), \(c^2=1\), and \(c=\pm1\).

`HasEigenvector` states that \(C\) is a nonzero member of the eigenspace, and `Module.finrank … = 1` is the dimension condition. It counts states at zero spin projection only, so the other components of a spin multiplet do not violate it. In the proof, `hT` places \(C^T\) in the eigenspace, `hc'` is \(cC=C^T\), and `h2` and `h3` give \(c^2=1\).

For this finite real model with equivalent spins, a determinant CI program can therefore store such an eigenvector as one triangle of \(C\) and a sign, with the diagonal included in the symmetric case.

The smallest nontrivial case has one string per spin. All matrices are then numbers, and \(s\) multiplies \(C\) by \(2H+\sum_{P,Q} g_{PQ}A_PA_Q\). The only eigenspace is one-dimensional, and only the plus sign occurs.

```lean
/-- For symmetric couplings, an eigenvector of the sigma map whose eigenspace is one-dimensional is
either symmetric or antisymmetric under the exchange of alpha and beta strings. -/
theorem eigenvector_parity (H : Matrix n n ℝ) {g : Matrix ι ι ℝ} (hg : g.IsSymm)
    (A : ι → Matrix n n ℝ) {E : ℝ} {C : Matrix n n ℝ}
    (hC : Module.End.HasEigenvector (sigma H g A) E C)
    (hdim : Module.finrank ℝ (Module.End.eigenspace (sigma H g A) E) = 1) :
    Cᵀ = C ∨ Cᵀ = -C := by
  -- the transpose lies in the same eigenspace, hence is a multiple of `C`
  have hT : Cᵀ ∈ Module.End.eigenspace (sigma H g A) E :=
    Module.End.mem_eigenspace_iff.mpr (by
      rw [sigma_transpose H hg, hC.apply_eq_smul, transpose_smul])
  obtain ⟨c, hc⟩ := (finrank_eq_one_iff_of_nonzero'
    (⟨C, hC.1⟩ : Module.End.eigenspace (sigma H g A) E)
    (fun h => hC.2 (congrArg Subtype.val h))).mp hdim ⟨Cᵀ, hT⟩
  have hc' : c • C = Cᵀ := congrArg Subtype.val hc
  -- transposing twice gives `c ^ 2 = 1`
  have h2 : (c * c - 1) • C = 0 := by
    calc (c * c - 1) • C = c • (c • C) - C := by module
      _ = 0 := by rw [hc', ← transpose_smul, hc', transpose_transpose, sub_self]
  have h3 : c * c - 1 = 0 := (smul_eq_zero.mp h2).resolve_right hC.2
  rcases mul_self_eq_one_iff.mp (by linarith : c * c = 1) with h | h
  · left
    rw [← hc', h, one_smul]
  · right
    rw [← hc', h, neg_smul, one_smul]
```

## (f) Degenerate eigenvalues

Drop the dimension condition. Show that every real eigenvalue \(E\) of \(s\) still has an eigenvector of definite parity:

\[
\exists\, D \neq 0:\quad s(D) = E D, \qquad D^T = D \ \text{ or } \ D^T = -D .
\]

**Solution.** Take any eigenvector \(C\). If \(C + C^T = 0\), then \(C\) is antisymmetric and \(D=C\) will do. Otherwise \(D = C + C^T\) is nonzero and symmetric, and by (a)

\[
s(C + C^T) = EC + EC^T = E\,(C+C^T).
\]

The `by_cases` line makes the same distinction.

```lean
/-- For symmetric couplings, every eigenvalue of the sigma map, degenerate or not, has an
eigenvector that is symmetric or antisymmetric. -/
theorem exists_parity_eigenvector (H : Matrix n n ℝ) {g : Matrix ι ι ℝ} (hg : g.IsSymm)
    (A : ι → Matrix n n ℝ) {E : ℝ} {C : Matrix n n ℝ}
    (hC : Module.End.HasEigenvector (sigma H g A) E C) :
    ∃ D, Module.End.HasEigenvector (sigma H g A) E D ∧ (Dᵀ = D ∨ Dᵀ = -D) := by
  by_cases h : C + Cᵀ = 0
  · exact ⟨C, hC, Or.inr (eq_neg_of_add_eq_zero_right h)⟩
  · refine ⟨C + Cᵀ, ⟨Module.End.mem_eigenspace_iff.mpr ?_, h⟩, Or.inl ?_⟩
    · rw [map_add, sigma_transpose H hg, hC.apply_eq_smul, transpose_smul, smul_add]
    · rw [transpose_add, transpose_transpose, add_comm]
```

## Two electrons in two orbitals

The last two parts use one electron of each spin in two orbitals, labelled 0 and 1 as in the code, with energies 0 and 1. Each string is one occupied orbital, and

\[
H = \begin{pmatrix} 0 & 0 \\ 0 & 1 \end{pmatrix}, \qquad
A = \begin{pmatrix} 0 & 1 \\ 1 & 0 \end{pmatrix}.
\]

```lean
/-- Same-spin matrix of a model with two strings per spin, at energies 0 and 1. -/
def modelH : Matrix (Fin 2) (Fin 2) ℝ := !![0, 0; 0, 1]
```

There is a single excitation label, so \(g\) is one number. It plays the part of an exchange integral between the orbitals, all other repulsion integrals being set to zero. For \(g=1\) this is an algebraic toy model and not a physical set of integrals: for real orbitals, the exchange integral of a pair never exceeds its Coulomb integral, which is zero here.

```lean
/-- The single excitation matrix of the model, which exchanges the two strings. -/
def modelA : Fin 1 → Matrix (Fin 2) (Fin 2) ℝ := fun _ => !![0, 1; 1, 0]
```

## (g) An antisymmetric nondegenerate state

For \(g=1\), show that the eigenvalue 0 has a one-dimensional eigenspace:

\[
\ker s = \operatorname{span}\begin{pmatrix} 0 & 1 \\ -1 & 0 \end{pmatrix}.
\]

**Solution.** Multiplying out \(s(D) = HD + DH^T + ADA^T\) gives

\[
s(D) = \begin{pmatrix} D_{11} & D_{01}+D_{10} \\ D_{01}+D_{10} & D_{00}+2D_{11} \end{pmatrix}.
\]

Setting this to zero forces \(D_{11}=0\), then \(D_{00}=0\), and \(D_{10}=-D_{01}\). One coefficient remains free, and the solutions are the multiples of the stated matrix. Normalised, its nonzero entries are \(\pm1/\sqrt2\). This is the triplet state with zero spin projection.

In the code, `sigma modelH 1 modelA` has the one-by-one identity matrix as coupling. The step `hs` is the formula for \(s(D)\), and `h11`, `h01` and `h00` are the three equations. The minus sign in (e) thus does occur under the hypotheses of (e).

```lean
/-- In the two-string model with unit coupling, an antisymmetric matrix is an eigenvector with
eigenvalue 0, and its eigenspace is one-dimensional. -/
theorem eigenvector_parity_witness :
    Module.End.HasEigenvector (sigma modelH 1 modelA) 0 !![0, 1; -1, 0] ∧
      Module.finrank ℝ (Module.End.eigenspace (sigma modelH 1 modelA) 0) = 1 := by
  have hs : ∀ D, sigma modelH 1 modelA D =
      !![D 1 1, D 0 1 + D 1 0; D 0 1 + D 1 0, D 0 0 + 2 * D 1 1] := by
    intro D
    ext i j
    simp only [sigma, LinearMap.coe_mk, AddHom.coe_mk, Matrix.add_apply, Matrix.sum_apply,
      Matrix.smul_apply, Matrix.mul_apply, Matrix.transpose_apply, Fin.sum_univ_two]
    fin_cases i <;> fin_cases j <;> simp [modelH, modelA] <;> ring
  have hC : Module.End.HasEigenvector (sigma modelH 1 modelA) 0 !![0, 1; -1, 0] := by
    refine ⟨Module.End.mem_eigenspace_iff.mpr ?_, fun h => ?_⟩
    · rw [hs]
      ext i j
      fin_cases i <;> fin_cases j <;> simp
    · have h01 := congrFun (congrFun h 0) 1
      simp at h01
  refine ⟨hC, (finrank_eq_one_iff_of_nonzero'
    (⟨_, hC.1⟩ : Module.End.eigenspace (sigma modelH 1 modelA) 0)
    (fun h => hC.2 (congrArg Subtype.val h))).mpr ?_⟩
  rintro ⟨D, hD⟩
  rw [Module.End.mem_eigenspace_iff, hs, zero_smul] at hD
  -- the eigenvalue equation leaves one free coefficient
  have h11 : D 1 1 = 0 := by simpa using congrFun (congrFun hD 0) 0
  have h01 : D 0 1 + D 1 0 = 0 := by simpa using congrFun (congrFun hD 0) 1
  have h00 : D 0 0 + 2 * D 1 1 = 0 := by simpa using congrFun (congrFun hD 1) 1
  refine ⟨D 0 1, Subtype.ext ?_⟩
  change D 0 1 • !![0, 1; -1, 0] = D
  ext i j
  fin_cases i <;> fin_cases j <;> simp <;> linarith
```

## (h) An eigenvector without parity

Now set \(g=0\). Show that

\[
B = \begin{pmatrix} 0 & 1 \\ 0 & 0 \end{pmatrix}
\quad\text{satisfies}\quad
s(B) = B, \qquad B^T \neq B, \qquad B^T \neq -B .
\]

**Solution.** Only the orbital energies remain, and \(s(D)_{ij} = (i+j)\,D_{ij}\) for \(i,j\in\{0,1\}\). The single nonzero entry of \(B\) has \(i+j=1\), so \(s(B)=B\). The transpose has its nonzero entry at position \((1,0)\) instead of \((0,1)\), so it equals neither \(B\) nor \(-B\).

Physically, \(B\) is a single open-shell determinant. It is degenerate with its spin-exchanged partner \(B^T\), so the eigenspace is two-dimensional and (e) does not apply. The combinations \(B \pm B^T\) do have definite parity, in agreement with (f).

The proof checks the eigenvalue equation entry by entry, and compares the \((0,1)\) entries to rule out both parities.

```lean
/-- With the coupling switched off, the two-string model has an eigenvector with eigenvalue 1
that is neither symmetric nor antisymmetric. -/
theorem eigenvector_without_parity :
    Module.End.HasEigenvector (sigma modelH 0 modelA) 1 !![0, 1; 0, 0] ∧
      ¬ ((!![0, 1; 0, 0] : Matrix (Fin 2) (Fin 2) ℝ)ᵀ = !![0, 1; 0, 0] ∨
        (!![0, 1; 0, 0] : Matrix (Fin 2) (Fin 2) ℝ)ᵀ = -!![0, 1; 0, 0]) := by
  refine ⟨⟨Module.End.mem_eigenspace_iff.mpr ?_, fun h => ?_⟩, ?_⟩
  · ext i j
    simp only [sigma, LinearMap.coe_mk, AddHom.coe_mk, Matrix.add_apply, Matrix.sum_apply,
      Matrix.smul_apply, Matrix.mul_apply, Matrix.transpose_apply, Fin.sum_univ_two]
    fin_cases i <;> fin_cases j <;> simp [modelH]
  · have h01 := congrFun (congrFun h 0) 1
    simp at h01
  · rintro (h | h)
    · have h01 := congrFun (congrFun h 0) 1
      simp at h01
    · have h01 := congrFun (congrFun h 0) 1
      simp at h01

end

end SpinTranspositionCI
```

```lean
#print axioms SpinTranspositionCI.trace_sigma_eq_zero
#print axioms SpinTranspositionCI.eigenvector_parity
#print axioms SpinTranspositionCI.exists_parity_eigenvector
#print axioms SpinTranspositionCI.eigenvector_without_parity
```

```
'SpinTranspositionCI.trace_sigma_eq_zero' depends on axioms: [propext, Classical.choice, Quot.sound]
'SpinTranspositionCI.eigenvector_parity' depends on axioms: [propext, Classical.choice, Quot.sound]
'SpinTranspositionCI.exists_parity_eigenvector' depends on axioms: [propext, Classical.choice, Quot.sound]
'SpinTranspositionCI.eigenvector_without_parity' depends on axioms: [propext, Classical.choice, Quot.sound]
```
